# In a central-spring bcc crystal, the (1,−1,0) shear mode at (k,k,0) does not depend on the nearest-neighbour spring

Let a bcc crystal have cubic lattice constant a and atomic mass M, with central springs, unstretched at equilibrium, of constant K1 to the eight nearest neighbours at (a/2)(±1,±1,±1) and K2 to the six second neighbours at distance a along the cube axes. The Lean code below computes the squared frequencies ω² of this crystal for wave vectors q = (k,k,0), its elastic constants C11, C12 and C44, and the long-wavelength limit that connects the two for the shear mode.

```lean
import Mathlib

open Matrix Filter Topology

namespace BccCentralSprings

noncomputable section

/-- The two signs `+1` and `-1`. -/
def sgn : Fin 2 → ℝ := ![1, -1]

/-- The eight nearest-neighbour bonds `(a/2)(±1, ±1, ±1)` of the bcc lattice. -/
def near (a : ℝ) (s : Fin 2 × Fin 2 × Fin 2) : Fin 3 → ℝ :=
  ![a / 2 * sgn s.1, a / 2 * sgn s.2.1, a / 2 * sgn s.2.2]

/-- The six second-neighbour bonds, of length `a` along the cube axes. -/
def far (a : ℝ) (p : Fin 3 × Fin 2) : Fin 3 → ℝ :=
  Pi.single p.1 (a * sgn p.2)

/-- Sum of a bond quantity over all fourteen neighbours, weighted by the spring constants. -/
def bondSum (K1 K2 a : ℝ) (f : (Fin 3 → ℝ) → ℝ) : ℝ :=
  K1 * ∑ s, f (near a s) + K2 * ∑ p, f (far a p)

/-- The force matrix `∑ K (1 - cos q·R) R Rᵀ / |R|²` of the central springs. -/
def forceMatrix (K1 K2 a : ℝ) (q : Fin 3 → ℝ) : Matrix (Fin 3) (Fin 3) ℝ :=
  Matrix.of fun i j =>
    bondSum K1 K2 a fun R => (1 - Real.cos (q ⬝ᵥ R)) * (R i * R j) / (R ⬝ᵥ R)

/-- The dynamical matrix: the force matrix divided by the atomic mass. -/
def dynamicalMatrix (K1 K2 M a : ℝ) (q : Fin 3 → ℝ) : Matrix (Fin 3) (Fin 3) ℝ :=
  (1 / M) • forceMatrix K1 K2 a q

/-- The elastic tensor `C_ijkl = a⁻³ ∑ K R_i R_j R_k R_l / |R|²`. -/
def elastic (K1 K2 a : ℝ) (i j k l : Fin 3) : ℝ :=
  1 / a ^ 3 * bondSum K1 K2 a fun R => R i * R j * R k * R l / (R ⬝ᵥ R)

/-- The squared frequency `(4 K2 / M) sin²(ka/2)`. -/
def shearFreqSq (K2 M a k : ℝ) : ℝ := 4 * K2 / M * Real.sin (k * a / 2) ^ 2

/-- Each sign is `+1` or `-1`. -/
theorem sgn_cases (s : Fin 2) : sgn s = 1 ∨ sgn s = -1 := by
  fin_cases s <;> simp [sgn]

/-- The squared bond lengths are `3a²/4` for nearest and `a²` for second neighbours. -/
theorem bond_length_sq (a : ℝ) :
    (∀ s, near a s ⬝ᵥ near a s = 3 * a ^ 2 / 4) ∧ (∀ p, far a p ⬝ᵥ far a p = a ^ 2) := by
  have h (s : Fin 2) : sgn s ^ 2 = 1 := by
    rcases sgn_cases s with h | h <;> rw [h] <;> norm_num
  constructor
  · rintro ⟨s, t, u⟩
    have e : near a (s, t, u) ⬝ᵥ near a (s, t, u)
        = a / 2 * sgn s * (a / 2 * sgn s) + a / 2 * sgn t * (a / 2 * sgn t)
          + a / 2 * sgn u * (a / 2 * sgn u) := by
      simp [near, dotProduct, Fin.sum_univ_three]
    rw [e]
    linear_combination (a ^ 2 / 4) * (h s + h t + h u)
  · rintro ⟨i, s⟩
    rw [far, dotProduct_single, Pi.single_eq_same]
    linear_combination a ^ 2 * h s

/-- For a wave vector `(k,k,0)` the phase factor of a nearest-neighbour bond is
`2 sin²(ka/2)` if its first two signs agree and zero if they differ. -/
theorem near_phase (a k : ℝ) (s : Fin 2 × Fin 2 × Fin 2) :
    1 - Real.cos (![k, k, 0] ⬝ᵥ near a s)
      = (1 + sgn s.1 * sgn s.2.1) * Real.sin (k * a / 2) ^ 2 := by
  obtain ⟨s, t, u⟩ := s
  have e : ![k, k, 0] ⬝ᵥ near a (s, t, u) = (sgn s + sgn t) * (k * a / 2) := by
    simp [near, dotProduct, Fin.sum_univ_three]
    ring
  rw [e]
  generalize k * a / 2 = x
  rcases sgn_cases s with hs | hs <;> rcases sgn_cases t with ht | ht <;> simp only [hs, ht]
  · rw [show ((1 : ℝ) + 1) * x = 2 * x by ring, Real.cos_two_mul]
    linear_combination (-2) * Real.sin_sq_add_cos_sq x
  · simp
  · simp
  · rw [show ((-1 : ℝ) + -1) * x = -(2 * x) by ring, Real.cos_neg, Real.cos_two_mul]
    linear_combination (-2) * Real.sin_sq_add_cos_sq x

/-- The phase factor of a second-neighbour bond depends only on the component of the
wave vector along that bond. -/
theorem far_phase (a : ℝ) (q : Fin 3 → ℝ) (p : Fin 3 × Fin 2) :
    1 - Real.cos (q ⬝ᵥ far a p) = 2 * Real.sin (q p.1 * a / 2) ^ 2 := by
  have e : Real.cos (q ⬝ᵥ far a p) = Real.cos (2 * (q p.1 * a / 2)) := by
    rw [far, dotProduct_single]
    rcases sgn_cases p.2 with h | h <;> rw [h]
    · congr 1
      ring
    · rw [← Real.cos_neg]
      congr 1
      ring
  rw [e, Real.cos_two_mul]
  linear_combination (-2) * Real.sin_sq_add_cos_sq (q p.1 * a / 2)

/-- The force matrix for wave vectors `(k,k,0)` in closed form. -/
theorem forceMatrix_110 (K1 K2 a k : ℝ) :
    forceMatrix K1 K2 a ![k, k, 0] = (4 * Real.sin (k * a / 2) ^ 2) •
      !![2 * K1 / 3 + K2, 2 * K1 / 3, 0;
         2 * K1 / 3, 2 * K1 / 3 + K2, 0;
         0, 0, 2 * K1 / 3] := by
  obtain ⟨hn, hf⟩ := bond_length_sq a
  ext i j
  simp only [forceMatrix, Matrix.of_apply, bondSum, near_phase, far_phase, hn, hf]
  rcases eq_or_ne a 0 with rfl | ha
  · simp
  -- only the sum over the fourteen bonds is left
  · fin_cases i <;> fin_cases j <;>
      simp [Fintype.sum_prod_type, Fin.sum_univ_succ, near, far, sgn, Pi.single_apply,
        -mul_eq_zero, -mul_eq_mul_left_iff, -mul_eq_mul_right_iff, -div_eq_zero_iff] <;>
      (try field_simp) <;> (try ring)

/-- The polarisation `(1,-1,0)` is an eigenvector of `D(k,k,0)` with eigenvalue
`(4 K2 / M) sin²(ka/2)`, for every value of `K1`. -/
theorem shear_mode_110 (K1 K2 M a k : ℝ) :
    dynamicalMatrix K1 K2 M a ![k, k, 0] *ᵥ ![1, -1, 0]
      = shearFreqSq K2 M a k • ![1, -1, 0] := by
  rw [dynamicalMatrix, forceMatrix_110]
  ext i
  fin_cases i <;>
    simp [Matrix.mulVec, dotProduct, Fin.sum_univ_three, shearFreqSq,
      -mul_eq_zero, -mul_eq_mul_left_iff, -mul_eq_mul_right_iff] <;> ring

/-- The polarisations `(0,0,1)` and `(1,1,0)` are eigenvectors of `D(k,k,0)` too, with
eigenvalues `(8 K1 / 3M) sin²(ka/2)` and `((16 K1 / 3 + 4 K2) / M) sin²(ka/2)`. -/
theorem other_modes_110 (K1 K2 M a k : ℝ) :
    dynamicalMatrix K1 K2 M a ![k, k, 0] *ᵥ ![0, 0, 1]
      = (8 * K1 / 3 / M * Real.sin (k * a / 2) ^ 2) • ![0, 0, 1] ∧
    dynamicalMatrix K1 K2 M a ![k, k, 0] *ᵥ ![1, 1, 0]
      = ((16 * K1 / 3 + 4 * K2) / M * Real.sin (k * a / 2) ^ 2) • ![1, 1, 0] := by
  rw [dynamicalMatrix, forceMatrix_110]
  constructor <;> ext i <;> fin_cases i <;>
    simp [Matrix.mulVec, dotProduct, Fin.sum_univ_three,
      -mul_eq_zero, -mul_eq_mul_left_iff, -mul_eq_mul_right_iff] <;> ring

/-- The elastic constants obey `C12 = 2 K1 / (3a)`, `C11 - C12 = 2 K2 / a` and `C44 = C12`,
the first two written without division. -/
theorem elastic_constants (K1 K2 a : ℝ) (ha : a ≠ 0) :
    3 * a * elastic K1 K2 a 0 0 1 1 = 2 * K1 ∧
    a * (elastic K1 K2 a 0 0 0 0 - elastic K1 K2 a 0 0 1 1) = 2 * K2 ∧
    elastic K1 K2 a 1 2 1 2 = elastic K1 K2 a 0 0 1 1 := by
  obtain ⟨hn, hf⟩ := bond_length_sq a
  simp only [elastic, bondSum, hn, hf]
  refine ⟨?_, ?_, ?_⟩ <;>
    simp [Fintype.sum_prod_type, Fin.sum_univ_succ, near, far, sgn, Pi.single_apply,
      -mul_eq_zero, -mul_eq_mul_left_iff, -mul_eq_mul_right_iff] <;>
    (try field_simp) <;> (try ring)

/-- With the mass density `ρ = 2M/a³`, the ratio `ρ ω² / |q|²` of the `(1,-1,0)` mode tends to
`(C11 - C12)/2` as the wave vector `(k,k,0)` tends to zero. -/
theorem shear_sound_limit (K1 K2 M a : ℝ) (hM : M ≠ 0) :
    Tendsto (fun k : ℝ => 2 * M / a ^ 3 * shearFreqSq K2 M a k / (![k, k, 0] ⬝ᵥ ![k, k, 0]))
      (𝓝[≠] 0) (𝓝 ((elastic K1 K2 a 0 0 0 0 - elastic K1 K2 a 0 0 1 1) / 2)) := by
  rcases eq_or_ne a 0 with rfl | ha
  · simp [elastic, shearFreqSq]
  have h1 : HasDerivAt (fun k : ℝ => k * a / 2) (a / 2) 0 := by
    simpa using ((hasDerivAt_id' (0 : ℝ)).mul_const a).div_const 2
  have h2 : HasDerivAt (fun k : ℝ => Real.sin (k * a / 2)) (a / 2) 0 := by
    simpa using h1.sin
  have hX : elastic K1 K2 a 0 0 0 0 - elastic K1 K2 a 0 0 1 1 = 2 * K2 / a := by
    rw [eq_div_iff ha]
    linear_combination (elastic_constants K1 K2 a ha).2.1
  have hlim : 2 * K2 / a / 2 = 4 * K2 / a ^ 3 * (a / 2) ^ 2 := by
    field_simp
    ring
  rw [hX, hlim]
  -- sin(ka/2)/k tends to a/2
  refine Tendsto.congr' ?_ ((h2.tendsto_slope.pow 2).const_mul (4 * K2 / a ^ 3))
  filter_upwards [self_mem_nhdsWithin] with k hk
  have hk0 : k ≠ 0 := hk
  have hq : ![k, k, 0] ⬝ᵥ ![k, k, 0] = 2 * k ^ 2 := by
    simp [dotProduct, Fin.sum_univ_three]
    ring
  simp only [shearFreqSq, hq, slope_def_field, zero_mul, zero_div, Real.sin_zero, sub_zero]
  field_simp

/-- The polarisation `(1,-1,0)` feels no restoring force at any wave vector `(k,k,0)` exactly
when the second-neighbour springs are absent. -/
theorem shear_mode_soft_iff (K1 K2 M a : ℝ) (hM : M ≠ 0) (ha : a ≠ 0) :
    (∀ k : ℝ, dynamicalMatrix K1 K2 M a ![k, k, 0] *ᵥ ![1, -1, 0] = 0) ↔ K2 = 0 := by
  constructor
  · intro h
    -- test the wave vector with ka = π
    have h0 := h (Real.pi / a)
    have hs : shearFreqSq K2 M a (Real.pi / a) = 4 * K2 / M := by
      rw [shearFreqSq, show Real.pi / a * a / 2 = Real.pi / 2 by field_simp,
        Real.sin_pi_div_two]
      ring
    rw [shear_mode_110, hs] at h0
    simpa [hM] using congrFun h0 0
  · rintro rfl k
    rw [shear_mode_110]
    simp [shearFreqSq]

end

end BccCentralSprings
```

```lean
#print axioms BccCentralSprings.other_modes_110
#print axioms BccCentralSprings.shear_sound_limit
#print axioms BccCentralSprings.shear_mode_soft_iff
```

```
'BccCentralSprings.other_modes_110' depends on axioms: [propext, Classical.choice, Quot.sound]
'BccCentralSprings.shear_sound_limit' depends on axioms: [propext, Classical.choice, Quot.sound]
'BccCentralSprings.shear_mode_soft_iff' depends on axioms: [propext, Classical.choice, Quot.sound]
```

## Bonds, force matrix and elastic tensor

A nearest-neighbour bond is labelled by three signs s, t, u, each +1 or −1, and `near` turns them into the vector (a/2)(s,t,u). A second-neighbour bond is labelled by an axis and a sign, and `far` gives the vector ±a along that axis. Cartesian indices run over 0, 1, 2, as in Lean, while C11, C12 and C44 keep their usual Voigt numbering.

Both physical quantities are sums over the same fourteen bonds R, weighted by K = K1 or K = K2; this is `bondSum`. The first quantity comes from the equation of motion. Since the springs are unstretched at equilibrium, the harmonic force on the atom at the origin is

F = Σ K R (R · (d(R) − d(0))) / |R|²

where d(R) is the displacement of the neighbour at R and d(0) that of the atom at the origin. Put in a plane wave with polarisation e. The bonds R and −R occur together, so the imaginary parts of the phases cancel, and what remains is

M ω² e = Φ(q) e, with Φ(q)_ij = Σ K (1 − cos q·R) R_i R_j / |R|².

This Φ is `forceMatrix`, and D = Φ/M is `dynamicalMatrix`. There is one atom per primitive cell, so D is a 3 × 3 matrix and its eigenvalues are the values of ω².

The second quantity comes from a uniform strain ε, which changes the length of a bond by R·εR/|R| to first order. Each bond is shared by two atoms and each atom occupies the volume a³/2, so the energy density is

(1/(2a³)) Σ K (R·εR)² / |R|².

Comparing this with ½ Σ C_ijkl ε_ij ε_kl gives

C_ijkl = a⁻³ Σ K R_i R_j R_k R_l / |R|²,

which is `elastic`. The code takes the formulas for Φ and C_ijkl as definitions; their derivation from the spring energy is the argument just given.

## What the theorems state

`shear_mode_110` says that D(k,k,0) applied to (1,−1,0) returns the same vector multiplied by

ω² = (4K2/M) sin²(ka/2).

The right-hand side is `shearFreqSq K2 M a k`, which does not take K1 as an argument, while the theorem holds for every real K1. The vector is not normalised; the unit polarisation is (1,−1,0)/√2, with the same eigenvalue. `other_modes_110` supplies the remaining two polarisations: (0,0,1), which is transverse, and (1,1,0), which is longitudinal and has unit form (1,1,0)/√2.

`elastic_constants` states, for a ≠ 0,

3a C12 = 2K1, a(C11 − C12) = 2K2, C44 = C12.

Here C11 is `elastic K1 K2 a 0 0 0 0`, C12 is `elastic K1 K2 a 0 0 1 1` and C44 is `elastic K1 K2 a 1 2 1 2`. Dividing the first equation by 3a and the second by a gives C12 = 2K1/(3a) and C11 − C12 = 2K2/a.

`shear_sound_limit` uses the mass density ρ = 2M/a³, for two atoms per cubic cell, and says that, for nonzero M, ρω²/|q|² for the shear mode tends to (C11 − C12)/2 as k tends to zero through nonzero values. `shear_mode_soft_iff` says that, for nonzero M and a, the polarisation (1,−1,0) feels no restoring force at any k exactly when K2 = 0. The quantifier over k matters: at k = 2π/a the force vanishes whatever K2 is, because the wave vector is then a reciprocal lattice vector.

No sign is assumed for K1, K2, M or a. The physical case has M and a positive, and ω is real only where the eigenvalue is not negative. Some statements also admit M = 0 or a = 0. These cases carry no physical content, and where a formula then divides by zero, Lean takes the quotient to be zero.

The model is harmonic and has only central forces of two ranges. Angular forces, springs under tension at equilibrium, more distant neighbours and the electronic response of a real metal are absent. Within this two-spring model, the closed forms give a simulation code exact values against which to compare its phonon frequencies and elastic constants.

## Summing the bonds by hand

Take q = (k,k,0) and write S = sin²(ka/2). For a nearest-neighbour bond,

q·R = (s + t) ka/2.

If s and t differ, this is zero and so is 1 − cos q·R. If they agree, q·R = ±ka and 1 − cos q·R = 2S. Both cases are contained in the factor (1 + st)S.

The squared length of such a bond is 3a²/4, so R_i R_j/|R|² is one third of the product of the two corresponding signs. Four bonds have s = t. Over these four, the products ss, tt, uu and st each sum to 4, while su and tu sum to zero. The nearest neighbours therefore contribute

(8K1/3) S

to the entries 00, 11, 22, 01 and 10, and nothing to the others.

A second-neighbour bond has squared length a² and contributes only to the diagonal entry of its own axis. The two bonds along axis 0 have phase factor 2S each and give 4K2 S together. Axis 1 gives the same, and axis 2 gives nothing because q has no component along it. In total, with rows separated by semicolons,

Φ(k,k,0) = 4S [ 2K1/3 + K2, 2K1/3, 0 ; 2K1/3, 2K1/3 + K2, 0 ; 0, 0, 2K1/3 ].

Acting on (1,−1,0), the two terms 2K1/3 cancel in each of the first two rows, leaving 4S K2 (1,−1,0). Acting on (1,1,0), they add. After division by M the three eigenvalues are

(1,−1,0): (4K2/M) S

(0,0,1): (8K1/(3M)) S

(1,1,0): ((16K1/3 + 4K2)/M) S.

The cancellation has a geometric reading. A nearest-neighbour bond with s ≠ t is perpendicular to q, so its two atoms move in phase and the spring keeps its length. A bond with s = t is perpendicular to the displacement (1,−1,0), so its length does not change to first order. Neither kind of K1 spring resists the motion.

For the elastic constants, every nearest-neighbour bond gives

R_0² R_1² / |R|² = (a⁴/16) / (3a²/4) = a²/12.

The eight bonds add up to 2a²/3. Second-neighbour bonds have only one nonzero component and contribute nothing to this sum, so C12 = 2K1/(3a). For C11 the nearest neighbours give the same amount, and the two bonds along axis 0 add 2a² K2/a³ = 2K2/a. For C44 the sum contains R_1² R_2²/|R|², which by cubic symmetry equals the sum for C12.

Since |q|² = 2k², the shear mode satisfies

ρω²/|q|² = (2M/a³)(4K2/M) sin²(ka/2)/(2k²) = (4K2/a³) (sin(ka/2)/k)².

The quotient sin(ka/2)/k tends to a/2, so the limit is K2/a, which is (C11 − C12)/2. The spring constant K2, which sets the frequency of this shear wave, thus also sets the static shear modulus (C11 − C12)/2. The other shear modulus of the cubic crystal, C44, is set by K1.

## How the Lean proof follows the sums

`sgn_cases` records that each sign is +1 or −1. From this, `bond_length_sq` obtains the two squared lengths, using the fact that the square of a sign is 1. `near_phase` first rewrites q·R as (s + t) ka/2 and then goes through the four sign combinations. The two with opposite signs give zero, and the other two use the double-angle formula for the cosine. `far_phase` does the corresponding calculation for the second neighbours, for an arbitrary wave vector.

`forceMatrix_110` substitutes these lengths and phase factors into the definition. The degenerate case a = 0 is settled separately. Otherwise `fin_cases` splits the matrix equation into its nine entries, `simp` writes out the fourteen bonds, and `field_simp` and `ring` complete the algebra. The two theorems on modes then multiply the closed matrix by the given vectors and compare components, which is where the K1 terms cancel for (1,−1,0).

`elastic_constants` expands the fourth-order bond sums in the same way. Its first two equations are written without denominators, and the hypothesis a ≠ 0 allows the powers of a to be cancelled.

In `shear_sound_limit`, the limit of sin(ka/2)/k is obtained as a derivative. The function sin(ka/2) has derivative a/2 at k = 0, and its difference quotient there is sin(ka/2)/k. `tendsto_slope` turns the derivative into a limit, which is then squared and multiplied by 4K2/a³. `Tendsto.congr'` transfers the result to ρω²/|q|², since the two expressions agree for every k ≠ 0.

For `shear_mode_soft_iff`, the forward direction tests the single value k = π/a, where sin²(ka/2) = 1 and the eigenvalue is 4K2/M. If the force vanishes there, component 0 of the vector equation gives K2 = 0. The reverse direction sets K2 = 0 in the eigenvalue, which is then zero for every k.
